# Stückelberg interference in a two-state double passage: the phase-averaged transfer is at most one half

A simulation that treats two successive passages through an avoided crossing as independent random events can get the final populations wrong when the two passages are coherent. The states meant here are the adiabatic ones, the energy eigenstates at each moment. Let $P$ be the probability that a single passage takes the system from one of them to the other. Independent hops give a net transfer of $P(1-P)+(1-P)P=2P(1-P)$, whatever phase the system gathers between the passages. For $P=1/2$ that is always $1/2$, while the coherent two-state model gives any value from 0 to 1, depending on the phase.

## The interference formula and its phase average

Write $z$ for half the relative phase gathered between the passages, and $\varphi$ for the Stokes phase, an extra phase that a passage gives to the amplitudes for staying in the same state. When the second passage is the transpose of the first, the transfer probability is

$$p(z)=4P(1-P)\sin^2(z+\varphi).$$

Its average over $z\in[0,\pi]$ is

$$\bar p=2P(1-P)\le\tfrac12,$$

with equality exactly when $P=1/2$. For $\varphi=0$ the passage is a real rotation and the formula reads $4P(1-P)\sin^2 z$. Complete transfer, $p(z)=1$, occurs exactly when $P=1/2$ and $\cos(z+\varphi)=0$.

## Checks for propagators and hopping schemes

In nonadiabatic dynamics, the formula is a reference for a two-state model with localised passages and no decoherence. A coherent propagator should reproduce the fringes in $z$. A scheme that draws independent hops should reproduce only their average $\bar p$, so agreement with $\bar p$ says nothing about its phases.

Three conventions affect the comparison:

- **The factor of two in the phase.** The states acquire $e^{-iz}$ and $e^{iz}$, so their relative phase is $2z$. If they have energies $E_0$ and $E_1$ between the passages, then $z=\frac{1}{2\hbar}\int(E_0-E_1)\,dt$. Putting the full phase difference in place of $z$ doubles the number of fringes.
- **Transpose or adjoint.** For a real symmetric Hamiltonian, retracing a sweep backwards, with the same speed at each point, gives the transposed propagator, provided that the same real basis vectors are used both ways. With the conjugate transpose as the second passage, $\varphi$ disappears from the transfer probability.
- **Signs of eigenvectors.** If a diagonalisation routine flips the sign of one adiabatic state between the passages and the code does not correct for it, $\sin^2(z+\varphi)$ becomes $\cos^2(z+\varphi)$. Bright and dark fringes then change places.

## Two paths with opposite signs

Number the states 0 and 1, and set $c=\cos\theta$ and $s=\sin\theta$ for a mixing angle $\theta$. One passage and the free evolution are

$$N=\begin{pmatrix}c\,e^{-i\varphi}&-s\\ s&c\,e^{i\varphi}\end{pmatrix},\qquad
D=\begin{pmatrix}e^{-iz}&0\\0&e^{iz}\end{pmatrix}.$$

The passage conserves probability. Its adjoint is

$$N^\dagger=\begin{pmatrix}c\,e^{i\varphi}&s\\-s&c\,e^{-i\varphi}\end{pmatrix}.$$

The diagonal entries of $N^\dagger N$ are both $c^2+s^2=1$. The off-diagonal entries are $-cs\,e^{i\varphi}+sc\,e^{i\varphi}=0$ and $-sc\,e^{-i\varphi}+cs\,e^{-i\varphi}=0$. The amplitude for going from state 0 to state 1 is $N_{10}=s$, so $P=s^2$ and $1-P=c^2$.

The double passage is $N^TDN$, with the rightmost factor acting first. A system that starts in state 0 can reach state 1 in two ways. It can stay in state 0 and change during the second passage, or change during the first passage and then stay in state 1:

$$\begin{aligned}
(N^TDN)_{10}
&=N_{01}\,e^{-iz}N_{00}+N_{11}\,e^{iz}N_{10}\\
&=-sc\,e^{-i(z+\varphi)}+sc\,e^{i(z+\varphi)}\\
&=2i\,sc\,\sin(z+\varphi).
\end{aligned}$$

The squared modulus is

$$p(z)=4s^2c^2\sin^2(z+\varphi)=4P(1-P)\sin^2(z+\varphi).$$

For the average, shift the variable to $x=z+\varphi$:

$$\int_0^\pi\sin^2(z+\varphi)\,dz
=\int_\varphi^{\varphi+\pi}\sin^2x\,dx
=\left[\frac{x-\sin x\cos x}{2}\right]_\varphi^{\varphi+\pi}
=\frac{\pi}{2}.$$

The product $\sin x\cos x$ has the same value at both limits, because both factors change sign when $x$ grows by $\pi$. Hence

$$\bar p=\frac1\pi\cdot4P(1-P)\cdot\frac\pi2=2P(1-P).$$

The bound comes from completing the square:

$$\frac12-2P(1-P)=\frac{(1-2P)^2}{2}\ge0.$$

The right side vanishes exactly at $P=1/2$.

For complete transfer, set $q=4P(1-P)$, which is non-negative because $0\le P\le1$. If $q\sin^2(z+\varphi)=1$, then adding $q\cos^2(z+\varphi)$ to both sides gives

$$q=1+q\cos^2(z+\varphi).$$

Since $q=1-(1-2P)^2$, this means $(1-2P)^2=-q\cos^2(z+\varphi)\le0$. So $P=1/2$ and $q=1$, and the displayed equation leaves $\cos(z+\varphi)=0$. Conversely, these two conditions give $q=1$ and $\sin^2(z+\varphi)=1$, hence $p(z)=1$.

## The double passage in Lean

```lean
import Mathlib

open Matrix

namespace StueckelbergInterference

noncomputable section

/-- The matrix of one passage through an avoided crossing, with mixing angle `θ` and
Stokes phase `φ`. -/
def passage (θ φ : ℝ) : Matrix (Fin 2) (Fin 2) ℂ :=
  !![(Real.cos θ : ℂ) * Complex.exp (-((φ : ℂ) * Complex.I)), -(Real.sin θ : ℂ);
     (Real.sin θ : ℂ), (Real.cos θ : ℂ) * Complex.exp ((φ : ℂ) * Complex.I)]

/-- Free evolution between the passages: the two states acquire the phases `-z` and `z`. -/
def freePhase (z : ℝ) : Matrix (Fin 2) (Fin 2) ℂ :=
  !![Complex.exp (-((z : ℂ) * Complex.I)), 0; 0, Complex.exp ((z : ℂ) * Complex.I)]

/-- The double passage: a passage, free evolution, and the transposed passage. -/
def doublePassage (θ φ z : ℝ) : Matrix (Fin 2) (Fin 2) ℂ :=
  (passage θ φ)ᵀ * freePhase z * passage θ φ

/-- The probability that a double passage takes the first state to the second. -/
def transferProb (θ φ z : ℝ) : ℝ := ‖doublePassage θ φ z 1 0‖ ^ 2

/-- The transfer probability averaged over the phase `z` in `[0, π]`. -/
def meanTransfer (θ φ : ℝ) : ℝ := 1 / Real.pi * ∫ z in (0 : ℝ)..Real.pi, transferProb θ φ z

/-- A single passage is unitary. -/
theorem passage_unitary (θ φ : ℝ) : (passage θ φ)ᴴ * passage θ φ = 1 := by
  have he : starRingEnd ℂ (Complex.exp ((φ : ℂ) * Complex.I))
      = Complex.exp (-((φ : ℂ) * Complex.I)) := by
    rw [← Complex.exp_conj, map_mul, Complex.conj_ofReal, Complex.conj_I, mul_neg]
  have hf : starRingEnd ℂ (Complex.exp (-((φ : ℂ) * Complex.I)))
      = Complex.exp ((φ : ℂ) * Complex.I) := by
    rw [← he, Complex.conj_conj]
  have hef : Complex.exp ((φ : ℂ) * Complex.I) * Complex.exp (-((φ : ℂ) * Complex.I)) = 1 := by
    rw [← Complex.exp_add, add_neg_cancel, Complex.exp_zero]
  have hcs : (Real.cos θ : ℂ) ^ 2 + (Real.sin θ : ℂ) ^ 2 = 1 := by
    exact_mod_cast Real.cos_sq_add_sin_sq θ
  unfold passage
  -- only the algebra of the phases and of the mixing coefficients matters from here on
  generalize Complex.exp (-((φ : ℂ) * Complex.I)) = f at he hf hef ⊢
  generalize Complex.exp ((φ : ℂ) * Complex.I) = e at he hf hef ⊢
  generalize Real.cos θ = c at hcs ⊢
  generalize Real.sin θ = s at hcs ⊢
  have hadj : (!![(c : ℂ) * f, -(s : ℂ); (s : ℂ), (c : ℂ) * e])ᴴ
      = !![(c : ℂ) * e, (s : ℂ); -(s : ℂ), (c : ℂ) * f] := by
    ext i j
    fin_cases i <;> fin_cases j <;> simp [he, hf]
  have h00 : (c : ℂ) * e * (c * f) + s * s = 1 := by
    linear_combination (c : ℂ) ^ 2 * hef + hcs
  have h01 : (c : ℂ) * e * (-(s : ℂ)) + s * (c * e) = 0 := by ring
  have h10 : -(s : ℂ) * (c * f) + c * f * s = 0 := by ring
  have h11 : -(s : ℂ) * (-(s : ℂ)) + c * f * (c * e) = 1 := by
    linear_combination (c : ℂ) ^ 2 * hef + hcs
  rw [hadj, Matrix.mul_fin_two, Matrix.one_fin_two, h00, h01, h10, h11]

/-- A single passage takes the first state to the second with probability `sin² θ`. -/
theorem single_passage_prob (θ φ : ℝ) : ‖passage θ φ 1 0‖ ^ 2 = Real.sin θ ^ 2 := by
  have h : passage θ φ 1 0 = ((Real.sin θ : ℝ) : ℂ) := rfl
  rw [h, Complex.norm_real, Real.norm_eq_abs, sq_abs]

/-- The transfer amplitude of a double passage is `2 i sin θ cos θ sin (z + φ)`. -/
theorem transfer_amplitude (θ φ z : ℝ) :
    doublePassage θ φ z 1 0
      = Complex.I * ((2 * Real.sin θ * Real.cos θ * Real.sin (z + φ) : ℝ) : ℂ) := by
  -- the two paths contribute with opposite signs and opposite phases
  have h : doublePassage θ φ z 1 0 = (Real.sin θ : ℂ) * (Real.cos θ : ℂ) *
      (Complex.exp ((z : ℂ) * Complex.I) * Complex.exp ((φ : ℂ) * Complex.I)
        - Complex.exp (-((z : ℂ) * Complex.I)) * Complex.exp (-((φ : ℂ) * Complex.I))) := by
    simp [doublePassage, passage, freePhase, Matrix.mul_apply, Fin.sum_univ_two]
    ring
  have hs : ∀ w : ℂ, Complex.exp (w * Complex.I) - Complex.exp (-(w * Complex.I))
      = 2 * Complex.I * Complex.sin w := by
    intro w
    rw [← neg_mul, Complex.exp_mul_I, Complex.exp_mul_I, Complex.cos_neg, Complex.sin_neg]
    ring
  rw [h, ← Complex.exp_add, ← Complex.exp_add, ← neg_add, ← add_mul, hs]
  push_cast
  ring

/-- Stueckelberg interference: if a single passage has transfer probability `P`, the double
passage has transfer probability `4 P (1 - P) sin² (z + φ)`. -/
theorem stueckelberg_formula (θ φ z P : ℝ) (hP : Real.sin θ ^ 2 = P) :
    transferProb θ φ z = 4 * P * (1 - P) * Real.sin (z + φ) ^ 2 := by
  have hc : Real.cos θ ^ 2 = 1 - P := by
    linarith [Real.sin_sq_add_cos_sq θ]
  rw [transferProb, transfer_amplitude, norm_mul, Complex.norm_I, one_mul, Complex.norm_real,
    Real.norm_eq_abs, sq_abs, ← hc, ← hP]
  ring

/-- Without a Stokes phase the passage is a real rotation, and the transfer probability is
`4 P (1 - P) sin² z` with `P = sin² θ`. -/
theorem stueckelberg_real_rotation (θ z P : ℝ) (hP : Real.sin θ ^ 2 = P) :
    passage θ 0 = !![(Real.cos θ : ℂ), -(Real.sin θ : ℂ); (Real.sin θ : ℂ), (Real.cos θ : ℂ)] ∧
      transferProb θ 0 z = 4 * P * (1 - P) * Real.sin z ^ 2 := by
  constructor
  · simp [passage]
  · rw [stueckelberg_formula θ 0 z P hP, add_zero]

/-- Averaged over the phase `z` in `[0, π]`, the transfer probability is `2 P (1 - P)` with
`P = sin² θ`, whatever the Stokes phase. -/
theorem mean_transfer (θ φ P : ℝ) (hP : Real.sin θ ^ 2 = P) :
    meanTransfer θ φ = 2 * P * (1 - P) := by
  -- the integral of sin² over one full period
  have hint : ∫ z in (0 : ℝ)..Real.pi, Real.sin (z + φ) ^ 2 = Real.pi / 2 := by
    refine (intervalIntegral.integral_comp_add_right (fun x => Real.sin x ^ 2) φ).trans ?_
    simp only [integral_sin_sq]
    rw [zero_add, add_comm Real.pi φ, Real.sin_add_pi, Real.cos_add_pi]
    ring
  have hpi : 1 / Real.pi * Real.pi = 1 := one_div_mul_cancel Real.pi_ne_zero
  unfold meanTransfer
  simp only [fun z => stueckelberg_formula θ φ z P hP]
  rw [intervalIntegral.integral_const_mul, hint]
  linear_combination 2 * P * (1 - P) * hpi

/-- The phase-averaged transfer probability is at most `1/2`, with equality exactly when a
single passage has transfer probability `1/2`. -/
theorem mean_transfer_le_half (θ φ : ℝ) :
    meanTransfer θ φ ≤ 1 / 2 ∧ (meanTransfer θ φ = 1 / 2 ↔ Real.sin θ ^ 2 = 1 / 2) := by
  rw [mean_transfer θ φ _ rfl]
  generalize Real.sin θ ^ 2 = P
  refine ⟨by nlinarith [sq_nonneg (1 - 2 * P)], fun h => ?_, fun h => by rw [h]; norm_num⟩
  have h0 : (1 - 2 * P) ^ 2 = 0 := by linear_combination (-2) * h
  have h1 : 1 - 2 * P = 0 := pow_eq_zero_iff (two_ne_zero) |>.mp h0
  linarith

/-- A double passage transfers the population completely exactly when a single passage has
transfer probability `1/2` and the total phase satisfies `cos (z + φ) = 0`. -/
theorem complete_transfer_iff (θ φ z : ℝ) :
    transferProb θ φ z = 1 ↔ Real.sin θ ^ 2 = 1 / 2 ∧ Real.cos (z + φ) = 0 := by
  rw [stueckelberg_formula θ φ z _ rfl]
  have hS := Real.sin_sq_add_cos_sq (z + φ)
  have hP0 : 0 ≤ Real.sin θ ^ 2 := sq_nonneg _
  have hP1 : Real.sin θ ^ 2 ≤ 1 := Real.sin_sq_le_one θ
  generalize Real.sin θ ^ 2 = P at hP0 hP1 ⊢
  constructor
  · intro h
    -- the prefactor must itself reach its maximum 1
    have hq : 0 ≤ 4 * P * (1 - P) := mul_nonneg (by linarith) (by linarith)
    have hloss : 0 ≤ 4 * P * (1 - P) * Real.cos (z + φ) ^ 2 := mul_nonneg hq (sq_nonneg _)
    have hsum : 4 * P * (1 - P) = 1 + 4 * P * (1 - P) * Real.cos (z + φ) ^ 2 := by
      linear_combination h - 4 * P * (1 - P) * hS
    have h0 : (1 - 2 * P) ^ 2 = 0 :=
      le_antisymm (by nlinarith) (sq_nonneg _)
    have h1 : 1 - 2 * P = 0 := pow_eq_zero_iff (two_ne_zero) |>.mp h0
    have hP : P = 1 / 2 := by linarith
    refine ⟨hP, ?_⟩
    rw [hP] at hsum
    have h2 : Real.cos (z + φ) ^ 2 = 0 := by linarith
    exact pow_eq_zero_iff (two_ne_zero) |>.mp h2
  · rintro ⟨hP, hc⟩
    rw [hc] at hS
    rw [hP]
    linarith

end

end StueckelbergInterference
```

```lean
#print axioms StueckelbergInterference.single_passage_prob
#print axioms StueckelbergInterference.stueckelberg_real_rotation
#print axioms StueckelbergInterference.mean_transfer_le_half
#print axioms StueckelbergInterference.complete_transfer_iff
```

```
'StueckelbergInterference.single_passage_prob' depends on axioms: [propext, Classical.choice, Quot.sound]
'StueckelbergInterference.stueckelberg_real_rotation' depends on axioms: [propext, Classical.choice, Quot.sound]
'StueckelbergInterference.mean_transfer_le_half' depends on axioms: [propext, Classical.choice, Quot.sound]
'StueckelbergInterference.complete_transfer_iff' depends on axioms: [propext, Classical.choice, Quot.sound]
```

## Matrices, probabilities and the mean as Lean objects

`passage θ φ` is $N$, `freePhase z` is $D$, and `doublePassage θ φ z` is $N^TDN$. All three are complex $2\times2$ matrices indexed by `Fin 2`, so the states are numbered 0 and 1 as above. The superscript `ᵀ` is the plain transpose, while the `ᴴ` in the unitarity theorem is the conjugate transpose.

`transferProb` is the squared norm of entry `1 0`, the probability of ending in state 1 after starting in state 0. `meanTransfer` is $1/\pi$ times the integral of that probability from 0 to $\pi$. The angles and phases range over all real numbers.

The hypothesis `hP : Real.sin θ ^ 2 = P` gives the number $\sin^2\theta$ the name $P$. Its physical meaning comes from `single_passage_prob`, which identifies $\sin^2\theta$ with the transfer probability of one passage. The remaining theorems state the following:

- `passage_unitary` says that a single passage conserves total probability.
- `transfer_amplitude` gives the complex amplitude, including its factor $i$.
- `stueckelberg_formula` gives the fringes for any Stokes phase.
- `stueckelberg_real_rotation` says that at $\varphi=0$ the passage matrix is a real rotation, and gives the corresponding fringes.
- `mean_transfer` gives the average, which does not depend on $\varphi$.
- `mean_transfer_le_half` contains the bound and its equality case.
- `complete_transfer_iff` characterises complete transfer.

## From Euler's formula to the equality cases

The proof of `passage_unitary` first records that conjugation exchanges $e^{i\varphi}$ and $e^{-i\varphi}$, that their product is 1, and that $c^2+s^2=1$. It then replaces the exponentials and trigonometric values by letters, writes out the adjoint as `hadj`, and checks the four entries of the product in `h00` to `h11`. In `single_passage_prob`, the entry is read off as the real number $\sin\theta$, whose squared norm is its square.

In `transfer_amplitude`, the step `h` multiplies out the matrices and collects the two paths with their opposite signs. The step `hs` is Euler's formula for the difference of two exponentials. Combining the phases $z$ and $\varphi$ into one exponent lets `hs` finish the calculation.

`stueckelberg_formula` takes the norm of that amplitude. The factor $i$ has norm 1, the remaining factor is real, and $\cos^2\theta$ is replaced by $1-P$. The rotation case sets $\varphi=0$ in this formula and simplifies the matrix entries.

The integral `hint` inside `mean_transfer` follows the shift of variable above: `intervalIntegral.integral_comp_add_right` moves the limits, `integral_sin_sq` supplies the antiderivative, and the sign changes under a shift by $\pi$ cancel the boundary terms. The constant $4P(1-P)$ is then taken out of the integral.

For `mean_transfer_le_half`, the tactic `nlinarith` is given the non-negative square $(1-2P)^2$ and derives the bound. In the equality case the same square is shown to be zero, which gives $P=1/2$.

In `complete_transfer_iff`, `hsum` is the equation $q=1+q\cos^2(z+\varphi)$. Together with `hloss`, which says that the last term is non-negative, it forces the square in `h0` to vanish. Substituting $P=1/2$ back into `hsum` then leaves a cosine of zero.

## Inputs left to the dynamics

The mixing angle and the Stokes phase are inputs here. The Landau–Zener dependence of $P$ on coupling and sweep rate has to come from a separate solution of the time-dependent problem, and so does the value of $\varphi$. The theorems start where such a calculation ends, with a passage matrix whose off-diagonal entries are real. If a computed matrix has the same diagonal but the off-diagonal entries $N_{10}=s\,e^{i\chi}$ and $N_{01}=-s\,e^{-i\chi}$, with a further phase $\chi$, the same product gives $\sin^2(z+\varphi+\chi)$ in place of $\sin^2(z+\varphi)$.

The form of the double passage is also assumed. It stands for a sweep that crosses the coupling region, evolves without further transitions, and returns along the same path with the same speed at each point of the coupling region. A return at another speed generally has a different $P$ and is not covered. Two different crossings, overlapping coupling regions, additional states, decay and decoherence all need another model.

The average gives equal weight to every $z$ in one full period of the fringes. An ensemble with a narrow or uneven spread of phases can have a mean above $1/2$: at $P=1/2$, phases gathered near a bright fringe give a mean close to 1. The bound therefore applies to a uniform phase average, and a single coherent run may exceed it.

The statements concern real and complex numbers. They supply the values that a two-state test should approach, but they say nothing about the rounding or time-step error of a particular program.
